# The Grüneisen parameter tends to minus infinity as the volume decreases to a positive value where a mode's C¹ squared frequency vanishes with positive slope

The theorem `gruneisen_tendsto_atBot` concerns a single vibrational mode whose squared frequency f is a function of volume alone, with frequency w = √f and Grüneisen parameter −V w′(V)/w(V). It assumes that f is continuously differentiable at a positive volume Vc, and that f vanishes there with positive slope. It concludes that the Grüneisen parameter tends to minus infinity as V decreases to Vc. The proof takes the earlier result that (V − Vc) times the parameter tends to −Vc/2, which is negative, and multiplies by 1/(V − Vc), which tends to plus infinity. It then cancels the two factors, which is allowed because V − Vc is nonzero for V above Vc.

The failing Lean file:

```lean
import Mathlib

open Filter Topology

namespace GruneisenTendstoAtBot

noncomputable section

/-- The mode frequency `w = √f` belonging to a squared frequency `f` that depends on volume,
meant for volumes with `f V ≥ 0`. -/
def freq (f : ℝ → ℝ) (V : ℝ) : ℝ := √(f V)

/-- The Grueneisen parameter `-V w'(V) / w(V)` of a mode of frequency `w`,
meant for volumes with `w V ≠ 0`. -/
def gruneisen (w : ℝ → ℝ) (V : ℝ) : ℝ := -V * deriv w V / w V

/-- Where the squared frequency is positive and differentiable, the frequency has
the volume derivative `f' / (2 √f)`. -/
theorem hasDerivAt_freq {f : ℝ → ℝ} {f' V : ℝ} (hd : HasDerivAt f f' V) (hp : 0 < f V) :
    HasDerivAt (freq f) (f' / (2 * √(f V))) V :=
  hd.sqrt hp.ne'

/-- Where the squared frequency is positive and differentiable, the Grueneisen parameter
is `-V f' / (2 f)`. -/
theorem gruneisen_freq {f : ℝ → ℝ} {f' V : ℝ} (hd : HasDerivAt f f' V) (hp : 0 < f V) :
    gruneisen (freq f) V = -V * (f' / (2 * f V)) := by
  have h : √(f V) * √(f V) = f V := Real.mul_self_sqrt hp.le
  rw [gruneisen, (hasDerivAt_freq hd hp).deriv, freq, mul_div_assoc, div_div, mul_assoc, h]

/-- If the squared frequency is C1 at `Vc` and vanishes there with positive slope, then just above
`Vc` it is positive and differentiable, `(V - Vc) / f V` tends to the inverse slope, and `f'` tends
to the slope, both as `V` decreases to `Vc`. -/
theorem softening {f : ℝ → ℝ} {Vc : ℝ} (hf : ContDiffAt ℝ 1 f Vc) (h0 : f Vc = 0)
    (hs : 0 < deriv f Vc) :
    (∀ᶠ V in 𝓝[>] Vc, Vc < V ∧ 0 < f V ∧ DifferentiableAt ℝ f V) ∧
    Tendsto (fun V => (V - Vc) / f V) (𝓝[>] Vc) (𝓝 (deriv f Vc)⁻¹) ∧
    Tendsto (deriv f) (𝓝[>] Vc) (𝓝 (deriv f Vc)) := by
  have hd : DifferentiableAt ℝ f Vc := hf.differentiableAt (by simp)
  -- the difference quotient of f at Vc, inverted
  have hr : Tendsto (fun V => (V - Vc) / f V) (𝓝[>] Vc) (𝓝 (deriv f Vc)⁻¹) := by
    have h1 := (hasDerivAt_iff_tendsto_slope.1 hd.hasDerivAt).mono_left
      (nhdsWithin_mono Vc (fun V (hV : Vc < V) => hV.ne'))
    refine (h1.inv₀ hs.ne').congr (fun V => ?_)
    rw [slope_def_field, h0, sub_zero, inv_div]
  -- continuity of the derivative
  have hc : ContinuousAt (fun V => fderiv ℝ f V 1) Vc :=
    (hf.fderiv_right (m := 0) (by simp)).continuousAt.clm_apply continuousAt_const
  refine ⟨?_, hr, Tendsto.mono_left hc nhdsWithin_le_nhds⟩
  have hdiff : ∀ᶠ V in 𝓝[>] Vc, ContDiffAt ℝ 1 f V :=
    (hf.eventually (by simp)).filter_mono nhdsWithin_le_nhds
  filter_upwards [hdiff, hr.eventually_const_lt (inv_pos.2 hs), self_mem_nhdsWithin]
    with V h1 h2 h3
  have hV : Vc < V := h3
  refine ⟨hV, ?_, h1.differentiableAt (by simp)⟩
  by_contra h
  have := div_nonpos_of_nonneg_of_nonpos (sub_pos.2 hV).le (not_lt.1 h)
  linarith

/-- If the squared frequency is C1 at `Vc` and vanishes there with positive slope, then
`(V - Vc)` times the Grueneisen parameter tends to `-Vc / 2` as `V` decreases to `Vc`. -/
theorem gruneisen_tendsto {f : ℝ → ℝ} {Vc : ℝ} (hf : ContDiffAt ℝ 1 f Vc) (h0 : f Vc = 0)
    (hs : 0 < deriv f Vc) :
    Tendsto (fun V => (V - Vc) * gruneisen (freq f) V) (𝓝[>] Vc) (𝓝 (-Vc / 2)) := by
  obtain ⟨hev, hr, hc⟩ := softening hf h0 hs
  have hV : Tendsto (fun V : ℝ => V) (𝓝[>] Vc) (𝓝 Vc) :=
    tendsto_id.mono_left nhdsWithin_le_nhds
  have key := ((hV.neg.mul hc).div_const 2).mul hr
  -- the slope cancels in the limit
  have e : -Vc * deriv f Vc / 2 * (deriv f Vc)⁻¹ = -Vc / 2 := by
    have := hs.ne'
    field_simp
  rw [e] at key
  refine key.congr' ?_
  filter_upwards [hev] with V h
  rw [gruneisen_freq h.2.2.hasDerivAt h.2.1]
  ring

/-- If the squared frequency is C1 at a positive volume `Vc` and vanishes there with positive
slope, the Grueneisen parameter tends to minus infinity as `V` decreases to `Vc`. -/
theorem gruneisen_tendsto_atBot {f : ℝ → ℝ} {Vc : ℝ} (hVc : 0 < Vc)
    (hf : ContDiffAt ℝ 1 f Vc) (h0 : f Vc = 0) (hs : 0 < deriv f Vc) :
    Tendsto (gruneisen (freq f)) (𝓝[>] Vc) atBot := by
  have hx : Tendsto (fun V : ℝ => V - Vc) (𝓝[>] Vc) (𝓝[>] 0) := by
    refine tendsto_nhdsWithin_iff.2 ⟨?_, ?_⟩
    · have h : Tendsto (fun V : ℝ => V - Vc) (𝓝 Vc) (𝓝 (Vc - Vc)) :=
        tendsto_id.sub_const Vc
      rw [sub_self] at h
      exact h.mono_left nhdsWithin_le_nhds
    · filter_upwards [self_mem_nhdsWithin] with V hV
      exact sub_pos.2 hV
  have key := (gruneisen_tendsto hf h0 hs).neg_mul_atTop (by linarith)
    (tendsto_inv_nhdsGT_zero.comp hx)
  refine key.congr' ?_
  filter_upwards [self_mem_nhdsWithin] with V hV
  have hne : V - Vc ≠ 0 := (sub_pos.2 hV).ne'
  rw [Function.comp_apply, mul_comm, inv_mul_cancel_left₀ hne]

end

end GruneisenTendstoAtBot
```

The compiler's answer:

```
Main.lean:90:22: error: Application type mismatch: The argument
  hV
has type
  V ∈ Set.Ioi Vc
but is expected to have type
  ?m.138 < ?m.137
in the application
  sub_pos.mpr hV
```

Diagnosis. The error is in the proof of `hx`, at the step showing that V − Vc is positive. There `hV` has the type `V ∈ Set.Ioi Vc`, which means `Vc < V` by definition but is written as set membership. `sub_pos.2` expects a strict inequality, and both sides of that inequality were still unknown, as the placeholders `?m.138` and `?m.137` show. Lean did not match the membership with this open pattern.

The repair first states `h : Vc < V := hV`. With both sides written out, Lean accepts the membership as that inequality, and `sub_pos.2 h` then has an argument of the right form. The result is likewise stated as `h' : 0 < V - Vc` before `exact h'` closes the goal, so `sub_pos.2` is given its conclusion as a plain inequality too.

The last change restates `hV` in the same way before proving `hne`. No error was reported at that line, so as far as the messages show this is mere tidying.

As a diff, the version that Lean accepts:

```diff
@@ -88,10 +88,13 @@
       exact h.mono_left nhdsWithin_le_nhds
     · filter_upwards [self_mem_nhdsWithin] with V hV
-      exact sub_pos.2 hV
+      have h : Vc < V := hV
+      have h' : 0 < V - Vc := sub_pos.2 h
+      exact h'
   have key := (gruneisen_tendsto hf h0 hs).neg_mul_atTop (by linarith)
     (tendsto_inv_nhdsGT_zero.comp hx)
   refine key.congr' ?_
   filter_upwards [self_mem_nhdsWithin] with V hV
-  have hne : V - Vc ≠ 0 := (sub_pos.2 hV).ne'
+  have h : Vc < V := hV
+  have hne : V - Vc ≠ 0 := (sub_pos.2 h).ne'
   rw [Function.comp_apply, mul_comm, inv_mul_cancel_left₀ hne]
 
```
